# Legendre polynomials of positive degree integrate to zero over [-1, 1]

The lemma says that the integral of P_{n+1}(x) over x from -1 to 1 is zero for every natural number n. With x = cos θ, this means that every Legendre polynomial except the constant P₀ averages to zero over the sphere. The polynomials are real and defined by P₀ = 1, P₁ = x and Bonnet's recursion, and the integral is over x alone, with no azimuthal factor. The proof writes (2n+3) P_{n+1} as the derivative of P_{n+2} - P_n, so that the integral becomes a difference of endpoint values. At x = ±1 one has P_{m+1} = x P_m, hence P_{n+2} = P_n there, and the nonzero factor 2n+3 can then be cancelled.

The failing Lean file:

```lean
import Mathlib

open Polynomial

namespace RIAngularTruncation

noncomputable section

/-- Legendre polynomials, defined by `P₀ = 1`, `P₁ = x` and Bonnet's recursion. -/
def legendreP : ℕ → ℝ[X]
  | 0 => 1
  | 1 => X
  | n + 2 => ((2 * (n : ℝ) + 3) / ((n : ℝ) + 2)) • (X * legendreP (n + 1))
      - (((n : ℝ) + 1) / ((n : ℝ) + 2)) • legendreP n

/-- The integral of a polynomial in `x = cos θ` over `[-1, 1]`, as a linear functional. -/
def angInt : ℝ[X] →ₗ[ℝ] ℝ where
  toFun p := ∫ x in (-1 : ℝ)..1, p.eval x
  map_add' p q := by
    simp only [eval_add]
    exact intervalIntegral.integral_add (p.continuous.intervalIntegrable _ _)
      (q.continuous.intervalIntegrable _ _)
  map_smul' c p := by
    simp only [eval_smul, smul_eq_mul, intervalIntegral.integral_const_mul, RingHom.id_apply]

/-- Two first-order relations between the derivatives of neighbouring Legendre polynomials. -/
theorem derivative_relations (n : ℕ) :
    derivative (legendreP (n + 1))
        = X * derivative (legendreP n) + ((n : ℝ[X]) + 1) * legendreP n ∧
    X * derivative (legendreP (n + 1))
        = derivative (legendreP n) + ((n : ℝ[X]) + 1) * legendreP (n + 1) := by
  induction n with
  | zero => simp [legendreP]
  | succ n ih =>
    obtain ⟨h1, h2⟩ := ih
    -- Bonnet's recursion without denominators, and its derivative
    have hb : ((n : ℝ[X]) + 2) * legendreP (n + 2)
        = (2 * (n : ℝ[X]) + 3) * (X * legendreP (n + 1)) - ((n : ℝ[X]) + 1) * legendreP n := by
      apply Polynomial.funext
      intro x
      have hn : (n : ℝ) + 2 ≠ 0 := by positivity
      rw [legendreP]
      simp only [eval_sub, eval_smul, eval_mul, eval_add, eval_X, eval_natCast, eval_ofNat,
        eval_one, smul_eq_mul]
      field_simp
    have hd : ((n : ℝ[X]) + 2) * derivative (legendreP (n + 2))
        = (2 * (n : ℝ[X]) + 3) * (legendreP (n + 1) + X * derivative (legendreP (n + 1)))
          - ((n : ℝ[X]) + 1) * derivative (legendreP n) := by
      have h := congrArg derivative hb
      simp [derivative_mul] at h
      linear_combination h
    have hn : (n : ℝ[X]) + 2 ≠ 0 := by
      have h : ((n + 2 : ℕ) : ℝ[X]) ≠ 0 := Nat.cast_ne_zero.mpr (by omega)
      push_cast at h
      exact h
    have key : derivative (legendreP (n + 2))
        = X * derivative (legendreP (n + 1)) + ((n : ℝ[X]) + 2) * legendreP (n + 1) :=
      mul_left_cancel₀ hn (by linear_combination hd + ((n : ℝ[X]) + 1) * h2)
    push_cast
    exact ⟨by linear_combination key, by linear_combination X * key - hb + X * h2 - h1⟩

/-- Every Legendre polynomial other than `P₀` integrates to zero over `[-1, 1]`. -/
theorem angInt_legendreP_succ (n : ℕ) : angInt (legendreP (n + 1)) = 0 := by
  -- at the endpoints `x = ±1` one has `P_{m+1} = x P_m`
  have hend : ∀ (x : ℝ), x * x = 1 → ∀ m : ℕ,
      (legendreP (m + 1)).eval x = x * (legendreP m).eval x := by
    intro x hx m
    have h1 := congrArg (eval x) (derivative_relations m).1
    have h2 := congrArg (eval x) (derivative_relations m).2
    simp only [eval_add, eval_mul, eval_X, eval_natCast, eval_one] at h1 h2
    have hm : (m : ℝ) + 1 ≠ 0 := by positivity
    apply mul_left_cancel₀ hm
    linear_combination x * h1 - h2 + eval x (derivative (legendreP m)) * hx
  -- `(2n+3) P_{n+1}` is the derivative of `P_{n+2} - P_n`
  have hd : derivative (legendreP (n + 2) - legendreP n)
      = (2 * (n : ℝ) + 3) • legendreP (n + 1) := by
    have h1 := (derivative_relations (n + 1)).1
    have h2 := (derivative_relations n).2
    have hC : C (2 * (n : ℝ) + 3) = 2 * (n : ℝ[X]) + 3 := by simp
    push_cast at h1
    rw [derivative_sub, smul_eq_C_mul, hC]
    linear_combination h1 + h2
  have hF : angInt (derivative (legendreP (n + 2) - legendreP n))
      = (legendreP (n + 2) - legendreP n).eval 1
        - (legendreP (n + 2) - legendreP n).eval (-1) :=
    intervalIntegral.integral_eq_sub_of_hasDerivAt (fun x _ => Polynomial.hasDerivAt _ x)
      ((Polynomial.continuous _).intervalIntegrable _ _)
  rw [hd, map_smul, smul_eq_mul, eval_sub, eval_sub, hend 1 (by norm_num) (n + 1),
    hend 1 (by norm_num) n, hend (-1) (by norm_num) (n + 1), hend (-1) (by norm_num) n] at hF
  have hn : 2 * (n : ℝ) + 3 ≠ 0 := by positivity
  apply mul_left_cancel₀ hn
  linear_combination hF

end

end RIAngularTruncation
```

The error:

```
Main.lean:79:58: error: unsolved goals
n : ℕ
hend : ∀ (x : ℝ), x * x = 1 → ∀ (m : ℕ), eval x (legendreP (m + 1)) = x * eval x (legendreP m)
h1 : derivative (legendreP (n + 1 + 1)) = X * derivative (legendreP (n + 1)) + (↑(n + 1) + 1) * legendreP (n + 1)
h2 : X * derivative (legendreP (n + 1)) = derivative (legendreP n) + (↑n + 1) * legendreP (n + 1)
⊢ C 2 * ↑n + C 3 = 2 * ↑n + 3
```

The one error is in the auxiliary equation `hC`, which says that the constant polynomial `C (2 * (n : ℝ) + 3)` equals `2 * (n : ℝ[X]) + 3`. The equation is true, but `simp` does not finish it. It distributes `C` over the sum and the product and turns `C` of the cast `n` into the polynomial cast `↑n`, but it leaves `C 2` and `C 3` as they are. The right side has the polynomial numerals `2` and `3`, and `simp` did not identify the two forms, so the goal `C 2 * ↑n + C 3 = 2 * ↑n + 3` remains.

The repair avoids having to rewrite `C 2` and `C 3`. `Polynomial.funext` reduces the equation to equality of the values at every real `x`. There `eval_C` turns the whole left side into the real number `2 * ↑n + 3`, and the other listed lemmas evaluate the sum, product, cast and numerals on the right to the same expression, which closes the goal.

Lean accepts the file once it reads:

```diff
@@ -77,5 +77,8 @@
     have h1 := (derivative_relations (n + 1)).1
     have h2 := (derivative_relations n).2
-    have hC : C (2 * (n : ℝ) + 3) = 2 * (n : ℝ[X]) + 3 := by simp
+    have hC : C (2 * (n : ℝ) + 3) = 2 * (n : ℝ[X]) + 3 := by
+      apply Polynomial.funext
+      intro x
+      simp only [eval_C, eval_add, eval_mul, eval_natCast, eval_ofNat]
     push_cast at h1
     rw [derivative_sub, smul_eq_C_mul, hC]
```
